# With the sum of the swaps within M ≥ 1 spin pairs as Hamiltonian, singlet projection lowers the αβ product from energy 0 to −1, while the minimum is −M

**Q:** Which spins and states are these?

**A:** There are $2M$ spins 1/2 on labelled sites. Site `(k, true)` is the first member of pair $k$, and `(k, false)` the second. A state $\psi$ assigns a complex amplitude $\psi(\sigma)$ to each configuration $\sigma$, where `true` means spin up (α). The inner product is conjugate-linear in its first argument.

In Lean 4 with Mathlib:

```lean
import Mathlib

open Finset

namespace SpinProjection

noncomputable section

variable {M : ℕ}

/-- The sites of `M` pairs; the Boolean tells the members of a pair apart. -/
abbrev Site (M : ℕ) := Fin M × Bool

/-- States of `2M` spins 1/2: amplitudes on configurations, `true` being spin up. -/
abbrev State (M : ℕ) := EuclideanSpace ℂ (Site M → Bool)
```

**Q:** And is $S^2$ the real total spin, or a stand-in?

**A:** It is the usual operator with $\hbar=1$, $S^2=\tfrac12(S_+S_-+S_-S_+)+S_z^2$. Here `ladder true` is $S_+$ and `ladder false` is $S_-$:
$$(S_-\psi)(\sigma)=\sum_{s:\,\sigma_s=\downarrow}\psi(\text{flip}_s\,\sigma).$$
A site permutation $\pi$ acts by $(R_\pi\psi)(\sigma)=\psi(\sigma\circ\pi)$, and $P$, `singletProj`, projects orthogonally on $\ker S^2$.

```lean
/-- Reverse the spin at site `s`. -/
def flipAt (s : Site M) (σ : Site M → Bool) : Site M → Bool := Function.update σ s (!σ s)

/-- The operator that permutes the sites. -/
def relabel (π : Equiv.Perm (Site M)) : State M →ₗ[ℂ] State M where
  toFun ψ := WithLp.toLp 2 fun σ => ψ (σ ∘ π)
  map_add' _ _ := by ext; simp
  map_smul' _ _ := by ext; simp

/-- The total ladder operators: `ladder true` raises, `ladder false` lowers. -/
def ladder (b : Bool) : State M →ₗ[ℂ] State M where
  toFun ψ := WithLp.toLp 2 fun σ => ∑ s, (if σ s = b then 1 else 0) * ψ (flipAt s σ)
  map_add' _ _ := by ext; simp only [PiLp.add_apply, mul_add, sum_add_distrib]
  map_smul' _ _ := by
    ext; simp only [PiLp.smul_apply, smul_eq_mul, mul_sum, mul_left_comm, RingHom.id_apply]

/-- The total spin projection of a configuration. -/
def mag (σ : Site M → Bool) : ℝ := ∑ s, if σ s = true then 1 / 2 else -(1 / 2)

/-- The operator `S_z`. -/
def spinZ : State M →ₗ[ℂ] State M where
  toFun ψ := WithLp.toLp 2 fun σ => (mag σ : ℂ) * ψ σ
  map_add' _ _ := by ext; simp [mul_add]
  map_smul' _ _ := by ext; simp [mul_left_comm]

/-- The total spin `S² = (S₊S₋ + S₋S₊)/2 + S_z²`. -/
def spinSq (M : ℕ) : State M →ₗ[ℂ] State M :=
  (1 / 2 : ℂ) • (ladder true ∘ₗ ladder false + ladder false ∘ₗ ladder true) + spinZ ∘ₗ spinZ

/-- The orthogonal projector on the kernel of `S²`. -/
def singletProj (M : ℕ) : State M →L[ℂ] State M := (LinearMap.ker (spinSq M)).starProjection
```

**Q:** Why should a sum of swaps be a Hamiltonian?

**A:** A swap equals $2\,\mathbf s_1\!\cdot\mathbf s_2+\tfrac12$, so $H=\sum_k R_k$, with $R_k$ the swap in pair $k$, describes isolated antiferromagnetic dimers, up to a constant and an energy unit. A pair singlet contributes $-1$, a triplet $+1$.

The state $\Phi$, `alphaBeta`, sits on the single configuration $\tau$, `upDown`, with up, down in every pair. The state $\Xi$, `pairSinglets`, is the product of $\alpha\beta-\beta\alpha$; its normalised form is $2^{-M/2}\,\Xi$.

```lean
/-- The exchange of the two sites of pair `k`. -/
def pairSwap (k : Fin M) : Equiv.Perm (Site M) := Equiv.swap (k, true) (k, false)

/-- The Hamiltonian: the sum of the intrapair swaps. -/
def pairH (M : ℕ) : State M →ₗ[ℂ] State M := ∑ k, relabel (pairSwap k)

/-- The configuration with up, down in every pair. -/
def upDown (M : ℕ) : Site M → Bool := Prod.snd

/-- The product of `αβ` pairs. -/
def alphaBeta (M : ℕ) : State M := WithLp.toLp 2 fun σ => if σ = upDown M then 1 else 0

/-- The amplitudes of `αβ - βα`. -/
def pairAmp (a b : Bool) : ℂ := if a = b then 0 else if a = true then 1 else -1

/-- The unnormalised product of pair singlets `αβ - βα`. -/
def pairSinglets (M : ℕ) : State M :=
  WithLp.toLp 2 fun σ => ∏ k, pairAmp (σ (k, true)) (σ (k, false))
```

**Q:** What does $S^2\psi=0$ give you to calculate with?

**A:** It makes both ladder operators annihilate $\psi$. They are mutually adjoint, which follows by reindexing the sum over configurations with the flip. Hence
$$0=\langle\psi,S^2\psi\rangle=\tfrac12\left(\|S_-\psi\|^2+\|S_+\psi\|^2\right)+\|S_z\psi\|^2,$$
and every term vanishes. In `ladder_eq_zero`, `key'` is this equation and `nlinarith` extracts the zero norm.

```lean
/-- Spin reversal at a site is carried along by a permutation of the sites. -/
theorem flipAt_comp (π : Equiv.Perm (Site M)) (s : Site M) (σ : Site M → Bool) :
    flipAt (π s) σ ∘ π = flipAt s (σ ∘ π) := by
  funext t
  simp [flipAt, Function.update_apply]

/-- The raising and lowering operators are adjoint to each other. -/
theorem ladder_adjoint (b : Bool) (φ ψ : State M) :
    inner ℂ (ladder b φ) ψ = inner ℂ φ (ladder (!b) ψ) := by
  have hf : ∀ s : Site M, Function.Involutive (flipAt s) := fun s σ => by simp [flipAt]
  simp only [PiLp.inner_apply, RCLike.inner_apply, ladder, LinearMap.coe_mk, AddHom.coe_mk,
    map_sum, map_mul, mul_sum, sum_mul]
  rw [sum_comm]
  conv_rhs => rw [sum_comm]
  refine sum_congr rfl fun s _ => Fintype.sum_equiv (hf s).toPerm _ _ fun σ => ?_
  have h1 : flipAt s σ s = !σ s := by simp [flipAt]
  have h2 : flipAt s (flipAt s σ) = σ := hf s σ
  simp only [Function.Involutive.coe_toPerm, h2, h1]
  by_cases h : σ s = b <;> simp [h]

/-- A state with `S²ψ = 0` is annihilated by both ladder operators. -/
theorem ladder_eq_zero {ψ : State M} (h : spinSq M ψ = 0) (b : Bool) : ladder b ψ = 0 := by
  have n : ∀ x : State M, inner ℂ x x = ((‖x‖ ^ 2 : ℝ) : ℂ) := fun x =>
    (inner_self_eq_norm_sq_to_K x).trans (Complex.ofReal_pow _ _).symm
  have h1 : inner ℂ ψ (ladder true (ladder false ψ)) = _ := (ladder_adjoint false _ _).symm
  have h2 : inner ℂ ψ (ladder false (ladder true ψ)) = _ := (ladder_adjoint true _ _).symm
  have h3 : inner ℂ ψ (spinZ (spinZ ψ)) = inner ℂ (spinZ ψ) (spinZ ψ) := by
    simp only [PiLp.inner_apply, RCLike.inner_apply, spinZ, LinearMap.coe_mk, AddHom.coe_mk,
      map_mul, Complex.conj_ofReal]
    exact sum_congr rfl fun σ _ => by ring
  -- the expectation value of S² is a sum of squared norms
  have key := congrArg (inner ℂ ψ) h
  simp only [spinSq, LinearMap.add_apply, LinearMap.smul_apply, LinearMap.comp_apply,
    inner_add_right, inner_smul_right, h1, h2, h3, inner_zero_right, n] at key
  have key' : (1 / 2 : ℝ) * (‖ladder false ψ‖ ^ 2 + ‖ladder true ψ‖ ^ 2)
      + ‖spinZ ψ‖ ^ 2 = 0 := by
    apply Complex.ofReal_injective
    push_cast at key ⊢
    linear_combination key
  have h0 : ‖ladder b ψ‖ ^ 2 = 0 := by
    cases b <;> nlinarith [sq_nonneg ‖ladder false ψ‖, sq_nonneg ‖ladder true ψ‖,
      sq_nonneg ‖spinZ ψ‖]
  exact norm_eq_zero.mp ((pow_eq_zero_iff two_ne_zero).mp h0)
```

**Q:** Does projection respect the symmetry of $\Phi$?

**A:** Yes. $R_\pi$ preserves inner products and commutes with $S_\pm$ and $S_z$, so it maps $\ker S^2$ onto itself. Then $R_\pi P\phi$ is a singlet and $R_\pi(\phi-P\phi)$ is orthogonal to all singlets. Uniqueness of the orthogonal projection gives $PR_\pi=R_\pi P$.

```lean
/-- Permuting the sites preserves inner products. -/
theorem relabel_inner (π : Equiv.Perm (Site M)) (φ ψ : State M) :
    inner ℂ (relabel π φ) (relabel π ψ) = inner ℂ φ ψ := by
  simp only [PiLp.inner_apply]
  exact Fintype.sum_equiv (π.symm.arrowCongr (Equiv.refl Bool)) _ _ fun σ => rfl

/-- The total spin commutes with every permutation of the sites. -/
theorem spinSq_relabel (π : Equiv.Perm (Site M)) (ψ : State M) :
    spinSq M (relabel π ψ) = relabel π (spinSq M ψ) := by
  have hL : ∀ b (φ : State M), ladder b (relabel π φ) = relabel π (ladder b φ) := by
    intro b φ
    ext σ
    exact (Fintype.sum_equiv π
      (fun s => (if σ (π s) = b then (1 : ℂ) else 0) * φ (flipAt s (σ ∘ π)))
      (fun s => (if σ s = b then (1 : ℂ) else 0) * φ (flipAt s σ ∘ π))
      fun s => by simp only [flipAt_comp]).symm
  have hZ : ∀ φ : State M, spinZ (relabel π φ) = relabel π (spinZ φ) := by
    intro φ
    ext σ
    have hm : mag (σ ∘ π) = mag σ :=
      Equiv.sum_comp π (fun s => if σ s = true then (1 / 2 : ℝ) else -(1 / 2))
    change (mag σ : ℂ) * φ (σ ∘ π) = (mag (σ ∘ π) : ℂ) * φ (σ ∘ π)
    rw [hm]
  simp only [spinSq, LinearMap.add_apply, LinearMap.smul_apply, LinearMap.comp_apply, hL, hZ,
    map_add, map_smul]

/-- The singlet projector commutes with every permutation of the sites. -/
theorem singletProj_relabel (π : Equiv.Perm (Site M)) (φ : State M) :
    singletProj M (relabel π φ) = relabel π (singletProj M φ) := by
  have hm : spinSq M (singletProj M φ) = 0 :=
    LinearMap.mem_ker.mp (Submodule.starProjection_apply_mem _ φ)
  refine Submodule.eq_starProjection_of_mem_of_inner_eq_zero ?_ fun w hw => ?_
  · rw [LinearMap.mem_ker, spinSq_relabel, hm, map_zero]
  · have e : relabel π (relabel π.symm w) = w := by
      ext σ
      simp [relabel, Function.comp_assoc]
    rw [← map_sub, ← e, relabel_inner]
    refine Submodule.starProjection_inner_eq_zero φ _ ?_
    rw [LinearMap.mem_ker, spinSq_relabel, LinearMap.mem_ker.mp hw, map_zero]
```

**Q:** Is $\Xi$ really a total singlet, and really lowest?

**A:** Suppose $R_k\psi=-\psi$ for all $k$. Amplitudes with a parallel pair vanish, so only configurations with $S_z=0$ survive. In $(S_\pm\psi)(\sigma)$, consider the two flips in pair $k$. If the pair is parallel in $\sigma$, they lead to swapped configurations whose amplitudes cancel; if antiparallel, they lead to parallel pairs with zero amplitude. So $S^2\psi=0$.

```lean
/-- A state that is antisymmetric under every intrapair swap has total spin zero. -/
theorem singlet_of_pair_antisymm {ψ : State M} (h : ∀ k, relabel (pairSwap k) ψ = -ψ) :
    spinSq M ψ = 0 := by
  have hs : ∀ k σ, ψ (σ ∘ pairSwap k) = -ψ σ := fun k σ =>
    congrArg (fun φ : State M => φ σ) (h k)
  have hc : ∀ k (σ : Site M → Bool), σ (k, true) = σ (k, false) → σ ∘ pairSwap k = σ := by
    intro k σ e
    funext s
    simp only [Function.comp_apply, pairSwap, Equiv.swap_apply_def]
    split_ifs <;> simp_all
  -- parallel spins in a pair have no amplitude
  have hz : ∀ k σ, σ (k, true) = σ (k, false) → ψ σ = 0 := by
    intro k σ e
    have h1 := hs k σ
    rw [hc k σ e] at h1
    linear_combination h1 / 2
  have hL : ∀ b, ladder b ψ = 0 := by
    intro b
    ext σ
    change ∑ s, (if σ s = b then (1 : ℂ) else 0) * ψ (flipAt s σ) = 0
    rw [Fintype.sum_prod_type]
    refine sum_eq_zero fun k _ => ?_
    rw [Fintype.sum_bool]
    by_cases e : σ (k, true) = σ (k, false)
    · have h1 := flipAt_comp (pairSwap k) (k, false) σ
      rw [hc k σ e, show pairSwap k (k, false) = (k, true) from Equiv.swap_apply_right _ _] at h1
      rw [← h1, hs, e]
      ring
    · rw [hz k (flipAt (k, true) σ) (by
          cases h1 : σ (k, true) <;> cases h2 : σ (k, false) <;> simp_all [flipAt]),
        hz k (flipAt (k, false) σ) (by
          cases h1 : σ (k, true) <;> cases h2 : σ (k, false) <;> simp_all [flipAt])]
      ring
  have hZ : spinZ ψ = 0 := by
    ext σ
    change (mag σ : ℂ) * ψ σ = 0
    by_cases h0 : ψ σ = 0
    · rw [h0, mul_zero]
    · have hm : mag σ = 0 := by
        rw [mag, Fintype.sum_prod_type]
        refine sum_eq_zero fun k _ => ?_
        have e : σ (k, true) ≠ σ (k, false) := fun e => h0 (hz k σ e)
        rw [Fintype.sum_bool]
        cases h1 : σ (k, true) <;> cases h2 : σ (k, false) <;> simp_all
      rw [hm, Complex.ofReal_zero, zero_mul]
  simp [spinSq, hL, hZ]
```

Exchanging one pair reverses one factor of $\Xi$, so $R_k\Xi=-\Xi$ and $H\Xi=-M\,\Xi$. For any $\phi$, Cauchy–Schwarz gives $\mathrm{Re}\langle\phi,R_k\phi\rangle\ge-\|\phi\|^2$; summing over $k$ bounds the energy below by $-M\|\phi\|^2$. `pairSinglets_ground` states that $S^2\Xi=0$, $\Xi\ne0$ and $H\Xi=-M\,\Xi$, together with this lower bound.

```lean
/-- The product of pair singlets is a nonzero state of total spin zero and an eigenvector of the
Hamiltonian with eigenvalue `-M`; for every `φ`, the real part of `⟨φ, Hφ⟩` is at least `-M * ‖φ‖ ^
2`. -/
theorem pairSinglets_ground (M : ℕ) :
    spinSq M (pairSinglets M) = 0 ∧ pairSinglets M ≠ 0 ∧
    pairH M (pairSinglets M) = -(M : ℂ) • pairSinglets M ∧
    ∀ φ : State M, -(M : ℝ) * ‖φ‖ ^ 2 ≤ (inner ℂ φ (pairH M φ)).re := by
  have ha : ∀ k, relabel (pairSwap k) (pairSinglets M) = -pairSinglets M := by
    intro k
    ext σ
    change ∏ j, pairAmp (σ (pairSwap k (j, true))) (σ (pairSwap k (j, false))) =
      -∏ j, pairAmp (σ (j, true)) (σ (j, false))
    have hj : ∀ j, pairAmp (σ (pairSwap k (j, true))) (σ (pairSwap k (j, false))) =
        (if j = k then -1 else 1) * pairAmp (σ (j, true)) (σ (j, false)) := by
      intro j
      by_cases h : j = k
      · subst h
        cases h1 : σ (j, true) <;> cases h2 : σ (j, false) <;> simp [pairSwap, pairAmp, h1, h2]
      · simp [pairSwap, Equiv.swap_apply_def, h]
    rw [prod_congr rfl fun j _ => hj j, prod_mul_distrib, prod_ite_eq']
    simp
  refine ⟨singlet_of_pair_antisymm ha, fun h => ?_, ?_, fun φ => ?_⟩
  · have h1 := congrArg (fun φ : State M => φ (upDown M)) h
    simp [pairSinglets, pairAmp, upDown] at h1
  · rw [pairH, LinearMap.sum_apply, sum_congr rfl fun k _ => ha k, sum_const, card_univ,
      Fintype.card_fin]
    module
  · -- each swap preserves the norm, so the real part of `⟨φ, R_k φ⟩` is at least `-‖φ‖ ^ 2`
    have hk : ∀ k, -‖φ‖ ^ 2 ≤ (inner ℂ φ (relabel (pairSwap k) φ)).re := by
      intro k
      have hn : ‖relabel (pairSwap k) φ‖ = ‖φ‖ := by
        rw [norm_eq_sqrt_re_inner (𝕜 := ℂ) (relabel (pairSwap k) φ), relabel_inner,
          ← norm_eq_sqrt_re_inner (𝕜 := ℂ) φ]
      have h1 := norm_inner_le_norm (𝕜 := ℂ) φ (relabel (pairSwap k) φ)
      rw [hn] at h1
      have h2 := neg_le_of_abs_le (Complex.abs_re_le_norm (inner ℂ φ (relabel (pairSwap k) φ)))
      nlinarith
    have h1 := sum_le_sum fun k (_ : k ∈ (univ : Finset (Fin M))) => hk k
    rw [pairH, LinearMap.sum_apply, inner_sum, Complex.re_sum]
    simpa using h1
```

**Q:** Then how much does projecting $\Phi$ gain?

**A:** First, $\langle\Phi,H\Phi\rangle=\sum_k\Phi(\tau_k)=0$, where $\tau_k$ is $\tau$ with pair $k$ exchanged. Now put $\psi=P\Phi$. For every singlet $\chi$, $\langle\psi,\chi\rangle=\langle\Phi,\chi\rangle=\chi(\tau)$ (`hP`). Taking $\chi=\Xi$ gives $1$, so $\psi\neq0$; taking $\chi=\psi$ gives $\|\psi\|^2=\psi(\tau)$.

Turn the up spin of pair $k$ down in $\tau$ and evaluate $S_-\psi=0$ there. Flipping that spin back gives $\psi(\tau)$. Flipping the second spin of any pair $i$ gives an amplitude equal to $\psi(\tau_k)$, because permuting the β sites leaves $\Phi$, hence $\psi$, unchanged (`hsym`). Therefore (`hrec`)
$$\psi(\tau)+M\,\psi(\tau_k)=0.$$
Each $R_k\psi$ is a singlet, so
$$\langle\psi,H\psi\rangle=\sum_k\psi(\tau_k)=-\psi(\tau)=-\|\psi\|^2.$$

```lean
/-- For at least one pair, the product of `αβ` pairs has energy zero; its singlet projection is
nonzero and has energy `-1` times its squared norm, whatever the number of pairs. -/
theorem projected_energy (hM : 0 < M) :
    inner ℂ (alphaBeta M) (pairH M (alphaBeta M)) = 0 ∧
    singletProj M (alphaBeta M) ≠ 0 ∧
    inner ℂ (singletProj M (alphaBeta M)) (pairH M (singletProj M (alphaBeta M))) =
      -((‖singletProj M (alphaBeta M)‖ ^ 2 : ℝ) : ℂ) := by
  have hΦ : ∀ χ : State M, inner ℂ (alphaBeta M) χ = χ (upDown M) := fun χ => by
    simp [PiLp.inner_apply, alphaBeta, apply_ite (starRingEnd ℂ)]
  have hP : ∀ χ : State M, spinSq M χ = 0 →
      inner ℂ (singletProj M (alphaBeta M)) χ = χ (upDown M) := by
    intro χ hχ
    have h1 : inner ℂ (alphaBeta M - singletProj M (alphaBeta M)) χ = 0 :=
      Submodule.starProjection_inner_eq_zero _ χ (LinearMap.mem_ker.mpr hχ)
    rw [inner_sub_left, hΦ] at h1
    exact (sub_eq_zero.mp h1).symm
  refine ⟨?_, fun h => ?_, ?_⟩
  · rw [pairH, LinearMap.sum_apply, inner_sum]
    refine sum_eq_zero fun k _ => ?_
    rw [hΦ]
    refine if_neg fun h => ?_
    have h1 := congrFun h (k, true)
    simp [pairSwap, upDown] at h1
  · have h1 := hP _ (pairSinglets_ground M).1
    rw [h, inner_zero_left] at h1
    simp [pairSinglets, pairAmp, upDown] at h1
  have hψ : spinSq M (singletProj M (alphaBeta M)) = 0 :=
    LinearMap.mem_ker.mp (Submodule.starProjection_apply_mem _ _)
  obtain ⟨ψ, hd⟩ : ∃ ψ, ψ = singletProj M (alphaBeta M) := ⟨_, rfl⟩
  rw [← hd] at hψ hP ⊢
  -- exchanging two sites that are down in `upDown` leaves the projected state unchanged
  have hsym : ∀ k i, ψ (flipAt (i, false) (flipAt (k, true) (upDown M))) =
      ψ (upDown M ∘ pairSwap k) := by
    intro k i
    let π : Equiv.Perm (Site M) := Equiv.swap (i, false) (k, false)
    have h0 : upDown M ∘ π = upDown M := by
      funext s
      simp only [Function.comp_apply, π, Equiv.swap_apply_def, upDown]
      split_ifs <;> simp_all
    have h1 : relabel π (alphaBeta M) = alphaBeta M := by
      ext σ
      have e : σ ∘ π = upDown M ↔ σ = upDown M :=
        ⟨fun h => π.surjective.injective_comp_right (h.trans h0.symm), fun h => by rw [h, h0]⟩
      simp [relabel, alphaBeta, e]
    have h2 : relabel π ψ = ψ := by rw [hd, ← singletProj_relabel, h1]
    have h3 : flipAt (k, false) (flipAt (k, true) (upDown M)) ∘ π =
        flipAt (i, false) (flipAt (k, true) (upDown M)) := by
      have a := flipAt_comp π (i, false) (flipAt (k, true) (upDown M))
      have b := flipAt_comp π (k, true) (upDown M)
      rw [show π (i, false) = (k, false) from Equiv.swap_apply_left _ _] at a
      rw [show π (k, true) = (k, true) from
        Equiv.swap_apply_of_ne_of_ne (by simp) (by simp), h0] at b
      rw [a, b]
    have h4 : upDown M ∘ pairSwap k = flipAt (k, false) (flipAt (k, true) (upDown M)) := by
      funext ⟨j, b⟩
      by_cases h : j = k <;> cases b <;>
        simp [h, pairSwap, Equiv.swap_apply_def, flipAt, upDown, Function.update_apply]
    rw [← h3, h4]
    exact congrArg (fun φ : State M => φ (flipAt (k, false) (flipAt (k, true) (upDown M)))) h2
  -- the lowering operator relates direct and exchanged amplitudes
  have hrec : ∀ k, (M : ℂ) * ψ (upDown M ∘ pairSwap k) = -ψ (upDown M) := by
    intro k
    have h : ∑ s, (if flipAt (k, true) (upDown M) s = false then (1 : ℂ) else 0) *
        ψ (flipAt s (flipAt (k, true) (upDown M))) = 0 :=
      congrArg (fun χ : State M => χ (flipAt (k, true) (upDown M))) (ladder_eq_zero hψ false)
    have e1 : ∀ i, flipAt (k, true) (upDown M) (i, true) = false ↔ i = k := fun i => by
      simp [flipAt, upDown, Function.update_apply]
    have e2 : ∀ i, flipAt (k, true) (upDown M) (i, false) = false := fun i => by
      simp [flipAt, upDown]
    have e3 : flipAt (k, true) (flipAt (k, true) (upDown M)) = upDown M := by simp [flipAt]
    rw [Fintype.sum_prod_type] at h
    simp only [Fintype.sum_bool, sum_add_distrib, e1, e2, hsym, if_true, one_mul, ite_mul,
      zero_mul, sum_ite_eq', mem_univ, e3, sum_const, card_univ, Fintype.card_fin,
      nsmul_eq_mul] at h
    linear_combination h
  have hn : ((‖ψ‖ ^ 2 : ℝ) : ℂ) = ψ (upDown M) :=
    ((inner_self_eq_norm_sq_to_K ψ).trans (Complex.ofReal_pow _ _).symm).symm.trans (hP ψ hψ)
  have hH : inner ℂ ψ (pairH M ψ) = ∑ k, ψ (upDown M ∘ pairSwap k) := by
    rw [pairH, LinearMap.sum_apply, inner_sum]
    exact sum_congr rfl fun k _ => hP _ (by rw [spinSq_relabel, hψ, map_zero])
  have hM' : (M : ℂ) ≠ 0 := Nat.cast_ne_zero.mpr hM.ne'
  rw [hn, hH]
  apply mul_left_cancel₀ hM'
  rw [mul_sum, sum_congr rfl fun k _ => hrec k, sum_const, card_univ, Fintype.card_fin,
    nsmul_eq_mul]

end

end SpinProjection
```

```lean
#print axioms SpinProjection.projected_energy
-- 'SpinProjection.projected_energy' depends on axioms: [propext, Classical.choice, Quot.sound]
```

**Q:** So the normalised energy is $-1$ for every $M$?

**A:** For every $M\ge1$, which is the hypothesis `hM`. At $M=1$ that is already the minimum; for larger $M$ it falls short by $M-1$.

**Q:** What may I conclude about spin-projected calculations on molecules?

**A:** In this model of uncoupled pairs with a fixed product state, removing spin contamination by projection yields an energy gain per pair of $1/M$, which vanishes for large systems. The model has no orbitals, no coupling between pairs and no reoptimisation of $\Phi$ under the projector, so it doesn't settle what happens when those are present.
